# Two spinor boosts multiply to a positive definite matrix times an explicit SU(2) rotation

## Can the rotation be read off without a matrix square root?

Two boosts with nonzero rapidities along non-collinear directions do not compose to a pure boost: a rotation is left over, and for spin-½ it is $U=(a+i\,\mathbf b\cdot\boldsymbol\sigma)/\sqrt{a^2+\mathbf b\cdot\mathbf b}$. Here $a$ and $\mathbf b$ are the scalar and the $i\boldsymbol\sigma$ part of the product $AB$ of the spinor boosts. I would have computed $\sqrt{AB(AB)^\dagger}$ and divided it out. Why is it enough to drop the remaining terms of $AB$ and normalise?

## Averaging with the reversed boosts

For any real rapidities $\eta_1,\eta_2$ and unit vectors $\mathbf n,\mathbf m$, this $U$ lies in SU(2) and $P=ABU^\dagger$ is positive definite, so $AB=PU$. The terms you drop are exactly those that cancel when $AB$ is averaged with the product of the reversed boosts.

Write $c_i=\cosh(\eta_i/2)$, $s_i=\sinh(\eta_i/2)$, and
$$A=c_1+s_1\,\mathbf n\cdot\boldsymbol\sigma,\qquad B=c_2+s_2\,\mathbf m\cdot\boldsymbol\sigma .$$
Since $(\mathbf n\cdot\boldsymbol\sigma)(\mathbf m\cdot\boldsymbol\sigma)=\mathbf n\cdot\mathbf m+i(\mathbf n\times\mathbf m)\cdot\boldsymbol\sigma$,
$$AB=a+i\,\mathbf b\cdot\boldsymbol\sigma+(s_1c_2\mathbf n+c_1s_2\mathbf m)\cdot\boldsymbol\sigma,$$
with $a=c_1c_2+s_1s_2\,\mathbf n\cdot\mathbf m$ and $\mathbf b=s_1s_2\,\mathbf n\times\mathbf m$.

Reversing both rapidities gives $A^{-1}B^{-1}$, because $c_i^2-s_i^2=1$. It flips only the last term, so $X=a+i\,\mathbf b\cdot\boldsymbol\sigma$ satisfies $2X=AB+A^{-1}B^{-1}$. Boosts are Hermitian, hence
$$ABX^\dagger=\tfrac12\left(AB\,BA+AB\,B^{-1}A^{-1}\right)=\tfrac12\left(AB(AB)^\dagger+1\right).$$
A positive semidefinite matrix plus the identity is positive definite.

It remains to normalise. We have
$$a=\tfrac{1+\mathbf n\cdot\mathbf m}{2}\cosh\tfrac{\eta_1+\eta_2}{2}+\tfrac{1-\mathbf n\cdot\mathbf m}{2}\cosh\tfrac{\eta_1-\eta_2}{2}\ \ge 1,$$
since the weights are nonnegative and sum to one. So $N=\sqrt{a^2+\mathbf b\cdot\mathbf b}>0$. Also $XX^\dagger=a^2+(\mathbf b\cdot\boldsymbol\sigma)^2=N^2$, and $X$ has eigenvalues $a\pm i|\mathbf b|$, so $\det X=N^2$. Thus $U=X/N$ is unitary with determinant one, and $ABU^\dagger=ABX^\dagger/N$ stays positive definite.

### What the Lean statement says

Vectors are functions `Fin 3 → ℝ`, with indices 0, 1, 2 for $x,y,z$, and `sigma v` is $\mathbf v\cdot\boldsymbol\sigma$. The matrices $A$, $B$ and $U$ are `boost η₁ n`, `boost η₂ m` and `wignerRotation η₁ η₂ n m`. The names `wignerScalar` and `wignerAxis` stand for $a$ and $\mathbf b$; despite its name, `wignerAxis` is not a unit vector, and it vanishes for collinear boosts. The hypotheses `hn` and `hm` say that the directions have unit length. The symbol `ᴴ` is the dagger, and `PosDef` includes being Hermitian.

The theorem `thomas_wigner` concerns 2×2 matrices; it leaves out the step to spacetime, which sends a matrix $M$ of determinant one to the Lorentz transformation $t+\mathbf x\cdot\boldsymbol\sigma\mapsto M(t+\mathbf x\cdot\boldsymbol\sigma)M^\dagger$ of the time $t$ and position $\mathbf x$, in units where the speed of light is 1. Two standard facts are also not part of this theorem: $P$ is itself a spinor boost, because it is positive definite with determinant one, and $U$ is the only possible unitary factor in such a polar decomposition.

```lean
import Mathlib

open Matrix
open scoped ComplexOrder

namespace ThomasWigner

noncomputable section

/-- The Pauli matrix `v·σ` along a real vector `v`. -/
def sigma (v : Fin 3 → ℝ) : Matrix (Fin 2) (Fin 2) ℂ :=
  !![(v 2 : ℂ), v 0 - Complex.I * v 1; v 0 + Complex.I * v 1, -(v 2 : ℂ)]

/-- The spinor boost `cosh(η/2) + sinh(η/2) n·σ` with rapidity `η` along the unit vector `n`. -/
def boost (η : ℝ) (n : Fin 3 → ℝ) : Matrix (Fin 2) (Fin 2) ℂ :=
  ((Real.cosh (η / 2) : ℝ) : ℂ) • 1 + ((Real.sinh (η / 2) : ℝ) : ℂ) • sigma n

/-- The scalar `a = c₁c₂ + s₁s₂ n·m` of two boosts. -/
def wignerScalar (η₁ η₂ : ℝ) (n m : Fin 3 → ℝ) : ℝ :=
  Real.cosh (η₁ / 2) * Real.cosh (η₂ / 2) + Real.sinh (η₁ / 2) * Real.sinh (η₂ / 2) * (n ⬝ᵥ m)

/-- The vector `b = s₁s₂ n × m` of two boosts. -/
def wignerAxis (η₁ η₂ : ℝ) (n m : Fin 3 → ℝ) : Fin 3 → ℝ :=
  (Real.sinh (η₁ / 2) * Real.sinh (η₂ / 2)) • (n ⨯₃ m)

/-- The Thomas-Wigner rotation `U = (a + i b·σ)/√(a² + b·b)` of two boosts along
unit vectors `n` and `m`. -/
def wignerRotation (η₁ η₂ : ℝ) (n m : Fin 3 → ℝ) : Matrix (Fin 2) (Fin 2) ℂ :=
  (((√(wignerScalar η₁ η₂ n m ^ 2 + wignerAxis η₁ η₂ n m ⬝ᵥ wignerAxis η₁ η₂ n m))⁻¹ : ℝ) : ℂ) •
    ((wignerScalar η₁ η₂ n m : ℂ) • 1 + Complex.I • sigma (wignerAxis η₁ η₂ n m))

/-- Pauli matrices multiply as `(u·σ)(v·σ) = u·v + i (u × v)·σ`. -/
theorem sigma_mul (u v : Fin 3 → ℝ) :
    sigma u * sigma v = ((u ⬝ᵥ v : ℝ) : ℂ) • 1 + Complex.I • sigma (u ⨯₃ v) := by
  ext i j
  fin_cases i <;> fin_cases j <;> apply Complex.ext <;>
    simp [sigma, Matrix.mul_apply, Fin.sum_univ_two, Fin.sum_univ_three, dotProduct,
      cross_apply] <;> ring

/-- A boost along a unit vector is undone by the boost with opposite rapidity. -/
theorem boost_mul_neg (η : ℝ) {n : Fin 3 → ℝ} (hn : n ⬝ᵥ n = 1) :
    boost η n * boost (-η) n = 1 := by
  have hσ : sigma n * sigma n = 1 := by
    rw [sigma_mul, hn, cross_self]
    ext i j
    fin_cases i <;> fin_cases j <;> simp [sigma]
  have h : Real.cosh (η / 2) ^ 2 - Real.sinh (η / 2) ^ 2 = 1 := by linarith [Real.cosh_sq (η / 2)]
  have hc : ((Real.cosh (η / 2) : ℝ) : ℂ) ^ 2 - ((Real.sinh (η / 2) : ℝ) : ℂ) ^ 2 = 1 := by
    rw [← Complex.ofReal_pow, ← Complex.ofReal_pow, ← Complex.ofReal_sub, h, Complex.ofReal_one]
  unfold boost
  rw [neg_div, Real.cosh_neg, Real.sinh_neg, Complex.ofReal_neg]
  generalize ((Real.cosh (η / 2) : ℝ) : ℂ) = c at hc ⊢
  generalize ((Real.sinh (η / 2) : ℝ) : ℂ) = s at hc ⊢
  calc _ = (c ^ 2) • 1 - (s ^ 2) • (sigma n * sigma n) := by
        simp only [mul_add, add_mul, smul_mul_assoc, mul_smul_comm, mul_one, one_mul]
        module
    _ = 1 := by rw [hσ, ← sub_smul, hc, one_smul]

/-- Adding the product of the two reversed boosts to `A B` leaves `2(a + i b·σ)`. -/
theorem boost_add_reversed (η₁ η₂ : ℝ) (n m : Fin 3 → ℝ) :
    boost η₁ n * boost η₂ m + boost (-η₁) n * boost (-η₂) m = (2 : ℂ) •
      ((wignerScalar η₁ η₂ n m : ℂ) • 1 + Complex.I • sigma (wignerAxis η₁ η₂ n m)) := by
  unfold boost wignerScalar wignerAxis
  simp only [neg_div, Real.cosh_neg, Real.sinh_neg]
  generalize Real.cosh (η₁ / 2) = c₁
  generalize Real.sinh (η₁ / 2) = s₁
  generalize Real.cosh (η₂ / 2) = c₂
  generalize Real.sinh (η₂ / 2) = s₂
  ext i j
  fin_cases i <;> fin_cases j <;> apply Complex.ext <;>
    simp [sigma, Matrix.mul_apply, Fin.sum_univ_two, Fin.sum_univ_three, dotProduct,
      cross_apply] <;> ring

/-- For unit directions, `A B (a + i b·σ)† = (A B (A B)† + 1)/2`. -/
theorem polar_identity (η₁ η₂ : ℝ) {n m : Fin 3 → ℝ} (hn : n ⬝ᵥ n = 1) (hm : m ⬝ᵥ m = 1) :
    boost η₁ n * boost η₂ m *
      ((wignerScalar η₁ η₂ n m : ℂ) • 1 + Complex.I • sigma (wignerAxis η₁ η₂ n m))ᴴ
      = (1 / 2 : ℂ) • (boost η₁ n * boost η₂ m * (boost η₁ n * boost η₂ m)ᴴ + 1) := by
  have herm : ∀ η k, (boost η k)ᴴ = boost η k := by
    intro η k
    unfold boost
    generalize Real.cosh (η / 2) = c
    generalize Real.sinh (η / 2) = s
    ext i j
    fin_cases i <;> fin_cases j <;> apply Complex.ext <;> simp [sigma]
  have hX := boost_add_reversed η₁ η₂ n m
  generalize (wignerScalar η₁ η₂ n m : ℂ) • 1 + Complex.I • sigma (wignerAxis η₁ η₂ n m) = X at *
  have key : (2 : ℂ) • (boost η₁ n * boost η₂ m * Xᴴ)
      = boost η₁ n * boost η₂ m * (boost η₁ n * boost η₂ m)ᴴ + 1 := by
    calc _ = boost η₁ n * boost η₂ m * ((2 : ℂ) • X)ᴴ := by
          rw [Matrix.conjTranspose_smul, star_ofNat, Matrix.mul_smul]
      _ = boost η₁ n * boost η₂ m * (boost η₁ n * boost η₂ m)ᴴ
          + boost η₁ n * (boost η₂ m * boost (-η₂) m) * boost (-η₁) n := by
        rw [← hX, Matrix.conjTranspose_add, Matrix.mul_add,
          Matrix.conjTranspose_mul (boost (-η₁) n), herm, herm]
        simp only [Matrix.mul_assoc]
      _ = _ := by rw [boost_mul_neg η₂ hm, Matrix.mul_one, boost_mul_neg η₁ hn]
  rw [← key, smul_smul]
  norm_num

/-- For unit directions the scalar `a` is at least one. -/
theorem one_le_wignerScalar (η₁ η₂ : ℝ) {n m : Fin 3 → ℝ} (hn : n ⬝ᵥ n = 1) (hm : m ⬝ᵥ m = 1) :
    1 ≤ wignerScalar η₁ η₂ n m := by
  have h1 : 0 ≤ 1 + n ⬝ᵥ m := by
    simp only [dotProduct, Fin.sum_univ_three] at *
    nlinarith [sq_nonneg (n 0 + m 0), sq_nonneg (n 1 + m 1), sq_nonneg (n 2 + m 2)]
  have h2 : 0 ≤ 1 - n ⬝ᵥ m := by
    simp only [dotProduct, Fin.sum_univ_three] at *
    nlinarith [sq_nonneg (n 0 - m 0), sq_nonneg (n 1 - m 1), sq_nonneg (n 2 - m 2)]
  -- `a` is a convex combination of `cosh((η₁ + η₂)/2)` and `cosh((η₁ - η₂)/2)`
  have h3 := mul_nonneg h1 (sub_nonneg.mpr (Real.one_le_cosh (η₁ / 2 + η₂ / 2)))
  have h4 := mul_nonneg h2 (sub_nonneg.mpr (Real.one_le_cosh (η₁ / 2 - η₂ / 2)))
  rw [Real.cosh_add] at h3
  rw [Real.cosh_sub] at h4
  unfold wignerScalar
  linarith

/-- For `a > 0` the factor `1/√(a² + b·b)` is positive and normalises `(a, b)` to unit length. -/
theorem normalisation {a : ℝ} (b : Fin 3 → ℝ) (ha : 0 < a) :
    0 < (√(a ^ 2 + b ⬝ᵥ b))⁻¹ ∧ (√(a ^ 2 + b ⬝ᵥ b))⁻¹ ^ 2 * (a ^ 2 + b ⬝ᵥ b) = 1 := by
  have hb : 0 ≤ b ⬝ᵥ b := Finset.sum_nonneg fun i _ => mul_self_nonneg (b i)
  have hN : 0 < a ^ 2 + b ⬝ᵥ b := by positivity
  refine ⟨inv_pos.mpr (Real.sqrt_pos.mpr hN), ?_⟩
  rw [inv_pow, Real.sq_sqrt hN.le, inv_mul_cancel₀ hN.ne']

/-- Thomas-Wigner rotation: for boosts `A`, `B` along unit vectors, `U` lies in SU(2) and
`A B U†` is positive definite. -/
theorem thomas_wigner (η₁ η₂ : ℝ) {n m : Fin 3 → ℝ} (hn : n ⬝ᵥ n = 1) (hm : m ⬝ᵥ m = 1) :
    wignerRotation η₁ η₂ n m ∈ Matrix.specialUnitaryGroup (Fin 2) ℂ ∧
      (boost η₁ n * boost η₂ m * (wignerRotation η₁ η₂ n m)ᴴ).PosDef := by
  obtain ⟨hr0, hr⟩ := normalisation (wignerAxis η₁ η₂ n m)
    (lt_of_lt_of_le one_pos (one_le_wignerScalar η₁ η₂ hn hm))
  unfold wignerRotation
  generalize (√(wignerScalar η₁ η₂ n m ^ 2
    + wignerAxis η₁ η₂ n m ⬝ᵥ wignerAxis η₁ η₂ n m))⁻¹ = r at hr0 hr ⊢
  have hstar : star (r : ℂ) = (r : ℂ) := Complex.conj_ofReal r
  constructor
  · generalize wignerScalar η₁ η₂ n m = a at *
    generalize wignerAxis η₁ η₂ n m = b at *
    have hrC : (r : ℂ) ^ 2 * ((a ^ 2 + b ⬝ᵥ b : ℝ) : ℂ) = 1 := by
      rw [← Complex.ofReal_pow, ← Complex.ofReal_mul, hr, Complex.ofReal_one]
    have hX : ((a : ℂ) • 1 + Complex.I • sigma b) * ((a : ℂ) • 1 + Complex.I • sigma b)ᴴ
        = ((a ^ 2 + b ⬝ᵥ b : ℝ) : ℂ) • 1 := by
      ext i j
      fin_cases i <;> fin_cases j <;> apply Complex.ext <;>
        simp [sigma, Matrix.mul_apply, Fin.sum_univ_two, Fin.sum_univ_three, dotProduct,
          pow_two] <;> ring
    have hd : ((a : ℂ) • 1 + Complex.I • sigma b).det = ((a ^ 2 + b ⬝ᵥ b : ℝ) : ℂ) := by
      rw [Matrix.det_fin_two]
      apply Complex.ext <;> simp [sigma, Fin.sum_univ_three, dotProduct, pow_two] <;> ring
    rw [Matrix.mem_specialUnitaryGroup_iff, Matrix.mem_unitaryGroup_iff]
    constructor
    · rw [Matrix.star_eq_conjTranspose, Matrix.conjTranspose_smul, hstar, Matrix.smul_mul,
        Matrix.mul_smul, hX, smul_smul, smul_smul, ← pow_two, hrC, one_smul]
    · rw [Matrix.det_smul, Fintype.card_fin, hd, hrC]
  · -- `A B U†` is a positive multiple of `A B (A B)† + 1`
    rw [Matrix.conjTranspose_smul, hstar, Matrix.mul_smul, polar_identity η₁ η₂ hn hm, smul_smul]
    have hpos : (0 : ℂ) < (r : ℂ) * (1 / 2) := by
      rw [show (r : ℂ) * (1 / 2) = ((r * (1 / 2) : ℝ) : ℂ) by simp]
      exact Complex.zero_lt_real.mpr (by positivity)
    exact (Matrix.PosDef.posSemidef_add (Matrix.posSemidef_self_mul_conjTranspose _)
      Matrix.PosDef.one).smul hpos

end

end ThomasWigner
```

```lean
#print axioms ThomasWigner.thomas_wigner
```

```
'ThomasWigner.thomas_wigner' depends on axioms: [propext, Classical.choice, Quot.sound]
```

### From the lemmas to the theorem

`sigma_mul` checks the Pauli product entry by entry, and `boost_mul_neg` uses it to show that reversing the rapidity inverts a boost. `boost_add_reversed` is the averaging step, again by entries, with the hyperbolic functions replaced by free variables because no relation between them is needed. `polar_identity` combines these into the formula for $ABX^\dagger$.

`one_le_wignerScalar` gets the signs of the weights from $|\mathbf n\pm\mathbf m|^2\ge0$, and `normalisation` supplies the positive factor $1/N$. The final theorem computes $XX^\dagger$ and $\det X$ for the SU(2) part, then rescales `polar_identity` for positivity.

### Perpendicular boosts with Lorentz factor 7

Take $\mathbf n=\hat x$, $\mathbf m=\hat y$, $c_1=c_2=2$ and $s_1=s_2=\sqrt3$, so each Lorentz factor is $\cosh\eta=7$. Then $a=4$, $\mathbf b=3\hat z$, $N=5$, and
$$U=\tfrac15(4+3i\sigma_z),\qquad P=5+\tfrac{2\sqrt3}{5}(7\sigma_x+\sigma_y).$$
The eigenvalues of $P$ are $5\pm2\sqrt6$, both positive, with product 1. The rotation angle is $2\arctan(3/4)\approx73.7^\circ$, about $-\hat z$ in the convention where $e^{-i\theta\sigma_z/2}$ rotates by $+\theta$ about $\hat z$.

While a particle's acceleration and velocity are not collinear, each small further boost combines with the velocity already reached to give a small rotation of this kind. These rotations accumulate as Thomas precession, which enters the semiclassical spin–orbit coupling of atomic electrons; the theorem itself treats just two boosts, with no limit of continuous acceleration.
